# For pairs of mutually anticommuting Majorana matrices, the trace of $\exp(\sum_j x_j\, i a_j b_j)$ is the matrix dimension times $\prod_j \cosh x_j$

Let $a_1, b_1, \dots, a_n, b_n$ be complex $d \times d$ matrices that square to $1$ and mutually anticommute. Then for all complex numbers $x_1, \dots, x_n$

$$\operatorname{tr}\exp\Big(\sum_{j} x_j\, i a_j b_j\Big) = d \prod_{j} \cosh x_j .$$

If the $x_j$ are real and $d > 0$, the average of $i a_k b_k$ with this exponential as weight is $\tanh x_k$.

The physical problem is the thermal equilibrium of a superconductor in the mean-field description, where the Hamiltonian is quadratic in Majorana operators. Once it has been brought to the form $H = \sum_j \varepsilon_j\, i a_j b_j$ with real $\varepsilon_j$, the Gibbs weight $e^{-\beta H}$ at inverse temperature $\beta$ is the exponential above with $x_j = -\beta\varepsilon_j$. Its trace is the partition function $Z = d\prod_j \cosh(\beta\varepsilon_j)$ of finitely many non-interacting modes.

## Majorana pairs as matrices

In the Lean code, `ι` is the set of labels of the pairs and `d` is the finite set that indexes rows and columns. The number written $d$ in the formulas is therefore `Fintype.card d`.

```lean
import Mathlib

open Matrix
open scoped Kronecker

namespace MajoranaThermodynamics

noncomputable section

variable {ι d : Type*} [Fintype d] [DecidableEq d]
```

The relations are $a_j^2 = b_j^2 = 1$, $a_j a_k = -a_k a_j$ and $b_j b_k = -b_k b_j$ for $j \neq k$, and $a_j b_k = -b_k a_j$ for all $j, k$, including $j = k$. This fixes the normalisation in which a Majorana operator squares to $1$, not to $1/2$. Physical Majorana operators are also Hermitian. The derivation never uses that, so it is not required here, and the Hermitian case is included.

```lean
/-- The Majorana relations for pairs `a j`, `b j` of complex matrices: all of them square to one
and any two different ones anticommute. -/
structure MajoranaPairs (a b : ι → Matrix d d ℂ) : Prop where
  a_sq : ∀ j, a j * a j = 1
  b_sq : ∀ j, b j * b j = 1
  a_anti : ∀ j k, j ≠ k → a j * a k = -(a k * a j)
  b_anti : ∀ j k, j ≠ k → b j * b k = -(b k * b j)
  ab_anti : ∀ j k, a j * b k = -(b k * a j)
```

Write $P_j = i a_j b_j$. For Hermitian $a_j, b_j$ the ordinary fermion operator $c_j = (a_j + i b_j)/2$ gives $P_j = 2 c_j^\dagger c_j - 1$, so $P_j$ is $+1$ on an occupied mode and $-1$ on an empty one. The name `pairParity` thus differs by a sign from the usual fermion parity $(-1)^{c_j^\dagger c_j} = -P_j$. It also follows that occupying mode $j$ costs the energy $2\varepsilon_j$.

```lean
/-- The parity `i a_j b_j` of the `j`-th Majorana pair. -/
def pairParity (a b : ι → Matrix d d ℂ) (j : ι) : Matrix d d ℂ :=
  Complex.I • (a j * b j)
```

For a finite set $s$ of pairs, let $W_s = \exp\big(\sum_{j \in s} x_j P_j\big)$. Keeping $s$ variable allows the pairs to be added one at a time.

```lean
/-- The weight `exp (∑ x_j i a_j b_j)` of a finite set `s` of pairs. -/
def weight (a b : ι → Matrix d d ℂ) (x : ι → ℂ) (s : Finset ι) : Matrix d d ℂ :=
  NormedSpace.exp (∑ j ∈ s, x j • pairParity a b j)
```

## Pair parities square to one and commute

If $c$ anticommutes with $u$ and with $v$, the two signs cancel:

$$c\,uv = -u\,c\,v = uv\,c .$$

```lean
variable {a b : ι → Matrix d d ℂ}

omit [DecidableEq d] in
/-- A matrix that anticommutes with each of two others commutes with their product. -/
theorem commute_mul {c u v : Matrix d d ℂ}
    (hu : c * u = -(u * c)) (hv : c * v = -(v * c)) : Commute c (u * v) := by
  show c * (u * v) = u * v * c
  rw [← mul_assoc, hu, neg_mul, mul_assoc, hv, mul_neg, neg_neg, mul_assoc]
```

For a single pair, $a_j b_j a_j b_j = -a_j a_j b_j b_j = -1$, hence $P_j^2 = i^2 \cdot (-1) = 1$. For $j \neq k$, both $a_j$ and $b_j$ anticommute with $a_k$ and with $b_k$. By the previous step each of them commutes with $a_k b_k$, and so does their product. Therefore $P_j P_k = P_k P_j$.

The Lean proof follows the same two calculations. The auxiliary `hba` is the mixed relation read from right to left, and the case $j = k$ of the commutation is split off as trivial.

```lean
/-- For Majorana pairs, every pair parity squares to one, and any two pair parities commute. -/
theorem pairParity_sq_and_commute (h : MajoranaPairs a b) :
    (∀ j, pairParity a b j * pairParity a b j = 1) ∧
      ∀ j k, Commute (pairParity a b j) (pairParity a b k) := by
  have hba : ∀ j k, b j * a k = -(a k * b j) := fun j k => by rw [h.ab_anti k j, neg_neg]
  refine ⟨fun j => ?_, fun j k => ?_⟩
  · have e : a j * b j * (a j * b j) = -1 := by
      rw [mul_assoc (a j), ← mul_assoc (b j), hba, neg_mul, mul_assoc (a j), h.b_sq, mul_one,
        mul_neg, h.a_sq]
    rw [pairParity, smul_mul_smul_comm, e, Complex.I_mul_I, neg_smul, one_smul, neg_neg]
  · by_cases hjk : j = k
    · rw [hjk]
    · exact (((commute_mul (h.a_anti j k hjk) (h.ab_anti j k)).mul_left
        (commute_mul (hba j k) (h.b_anti j k hjk))).smul_left Complex.I).smul_right Complex.I
```

## The exponential of one pair

Let $P^2 = 1$ and set $Q = (1+P)/2$, $R = (1-P)/2$. Then $1 = Q + R$, $P = Q - R$, $PQ = Q$ and $PR = -R$. Induction on the power $m$ gives

$$(zP)^m = z^m Q + (-z)^m R .$$

Dividing by $m!$ and summing over $m$,

$$e^{zP} = e^{z} Q + e^{-z} R = \cosh z + \sinh z\, P .$$

In the code, `hs` is the scalar exponential series, `hpow` is the formula for the powers, and `hsum` adds the two scalar series with the fixed matrices $Q$ and $R$ as coefficients. The last two lines insert this sum, rewrite $e^{\pm z}$ as $\cosh z \pm \sinh z$ and collect terms.

```lean
/-- If `P` squares to one, then `exp (z P) = cosh z + sinh z P` for every complex `z`. -/
theorem exp_smul_involution {P : Matrix d d ℂ} (hP : P * P = 1) (z : ℂ) :
    NormedSpace.exp (z • P) = Complex.cosh z • (1 : Matrix d d ℂ) + Complex.sinh z • P := by
  have hs : ∀ w : ℂ, HasSum (fun n : ℕ => (n.factorial : ℂ)⁻¹ • w ^ n) (Complex.exp w) := by
    intro w
    rw [Complex.exp_eq_exp_ℂ]
    exact NormedSpace.exp_series_hasSum_exp' (𝕂 := ℂ) w
  -- `Q` and `R` are the spectral projectors of `P`
  obtain ⟨Q, R, h1, h2, hQ, hR⟩ : ∃ Q R : Matrix d d ℂ,
      1 = Q + R ∧ P = Q - R ∧ P * Q = Q ∧ P * R = -R := by
    refine ⟨(1 / 2 : ℂ) • (1 + P), (1 / 2 : ℂ) • (1 - P), by module, by module, ?_, ?_⟩
    · rw [mul_smul_comm, mul_add, mul_one, hP, add_comm P 1]
    · rw [mul_smul_comm, mul_sub, mul_one, hP, ← smul_neg, neg_sub]
  have hpow : ∀ n : ℕ, (z • P) ^ n = z ^ n • Q + (-z) ^ n • R := by
    intro n
    induction n with
    | zero => rw [pow_zero, pow_zero, pow_zero, one_smul, one_smul, h1]
    | succ n ih =>
      rw [pow_succ', ih, mul_add, smul_mul_smul_comm, smul_mul_smul_comm, hQ, hR, smul_neg,
        ← neg_smul, ← neg_mul, ← pow_succ', ← pow_succ']
  have hsum : HasSum (fun n : ℕ => (n.factorial : ℂ)⁻¹ • (z • P) ^ n)
      (Complex.exp z • Q + Complex.exp (-z) • R) := by
    simp only [hpow, smul_add, ← smul_assoc]
    exact ((hs z).smul_const Q).add ((hs (-z)).smul_const R)
  have e : NormedSpace.exp (z • P) = ∑' n : ℕ, (n.factorial : ℂ)⁻¹ • (z • P) ^ n :=
    congrFun (NormedSpace.exp_eq_tsum ℂ) _
  rw [e, hsum.tsum_eq, h1, h2, ← Complex.cosh_add_sinh, ← Complex.cosh_sub_sinh]
  module
```

## A parity has zero trace against the other pairs

Let $k \notin s$. The matrix $a_k$ anticommutes with $a_j$ and $b_j$ for every $j \in s$, so it commutes with each $P_j$ in the exponent and hence with $W_s$. Cyclicity of the trace then gives

$$\operatorname{tr}(a_k b_k W_s) = \operatorname{tr}(b_k W_s a_k) = \operatorname{tr}(b_k a_k W_s) = -\operatorname{tr}(a_k b_k W_s),$$

so $\operatorname{tr}(P_k W_s) = 0$. In physical terms, a mode that is absent from the Hamiltonian is occupied and empty with equal weight.

In Lean, `hE` is the commutation of $a_k$ with $W_s$, and `ht` is the displayed chain.

```lean
/-- For Majorana pairs, the parity of a pair `k` outside `s` has zero trace against the weight
of `s`. -/
theorem trace_parity_mul_weight (h : MajoranaPairs a b) (x : ι → ℂ) {s : Finset ι} {k : ι}
    (hk : k ∉ s) : trace (pairParity a b k * weight a b x s) = 0 := by
  have hE : Commute (a k) (weight a b x s) := by
    refine Commute.exp_right (Commute.sum_right _ _ _ fun j hj => ?_)
    have hkj : k ≠ j := fun e => hk (e ▸ hj)
    exact ((commute_mul (h.a_anti k j hkj) (h.ab_anti k j)).smul_right Complex.I).smul_right _
  have hba : b k * a k = -(a k * b k) := by rw [h.ab_anti, neg_neg]
  -- moving `a k` once around the trace flips the sign
  have ht : trace (a k * b k * weight a b x s) = -trace (a k * b k * weight a b x s) := by
    conv_lhs => rw [mul_assoc, trace_mul_comm, mul_assoc, ← hE.eq, ← mul_assoc, hba, neg_mul,
      trace_neg]
  rw [pairParity, smul_mul_assoc, trace_smul, smul_eq_mul]
  linear_combination (Complex.I / 2) * ht
```

## Adding one pair multiplies the trace by a hyperbolic cosine

Again let $k \notin s$. Since $P_k$ commutes with the sum over $s$, the exponential factorises:

$$W_{s \cup \{k\}} = e^{x_k P_k} W_s = (\cosh x_k + \sinh x_k\, P_k)\, W_s .$$

In the trace, the term with $P_k$ vanishes by the previous step:

$$\operatorname{tr} W_{s \cup \{k\}} = \cosh x_k \operatorname{tr} W_s .$$

With an extra $P_k$ in front, $P_k^2 = 1$ exchanges the roles of the two terms:

$$\operatorname{tr}(P_k W_{s \cup \{k\}}) = \sinh x_k \operatorname{tr} W_s .$$

The factorisation is `hw`, and the two trace formulas are the two halves of the conjunction.

```lean
/-- For Majorana pairs, adding a new pair `k` multiplies the trace of the weight by `cosh x_k`;
with the parity of `k` inserted in the trace the factor is `sinh x_k`. -/
theorem trace_weight_insert [DecidableEq ι] (h : MajoranaPairs a b) (x : ι → ℂ)
    {s : Finset ι} {k : ι} (hk : k ∉ s) :
    trace (weight a b x (insert k s)) = Complex.cosh (x k) * trace (weight a b x s) ∧
      trace (pairParity a b k * weight a b x (insert k s)) =
        Complex.sinh (x k) * trace (weight a b x s) := by
  obtain ⟨hsq, hcomm⟩ := pairParity_sq_and_commute h
  have h0 := trace_parity_mul_weight h x hk
  have hc : Commute (x k • pairParity a b k) (∑ j ∈ s, x j • pairParity a b j) :=
    Commute.sum_right _ _ _ fun j _ => ((hcomm k j).smul_left _).smul_right _
  have hw : weight a b x (insert k s) = (Complex.cosh (x k) • (1 : Matrix d d ℂ) +
      Complex.sinh (x k) • pairParity a b k) * weight a b x s := by
    rw [weight, Finset.sum_insert hk, Matrix.exp_add_of_commute _ _ hc,
      exp_smul_involution (hsq k), weight]
  rw [hw]
  constructor
  · simp only [add_mul, smul_mul_assoc, one_mul, trace_add, trace_smul, h0, smul_eq_mul,
      mul_zero, add_zero]
  · rw [← mul_assoc, mul_add, mul_smul_comm, mul_smul_comm, mul_one, hsq]
    simp only [add_mul, smul_mul_assoc, one_mul, trace_add, trace_smul, h0, smul_eq_mul,
      mul_zero, zero_add]
```

## The partition function

For the empty set the exponent is $0$, and $\operatorname{tr} 1 = d$. Each further pair contributes its factor $\cosh x_k$, so

$$\operatorname{tr} W_s = d \prod_{j \in s} \cosh x_j .$$

The theorem says this for every family of Majorana pairs, every complex-valued `x` and every finite set `s` of labels. The formula for $n$ pairs is the case where `ι` is `Fin n` and `s` contains all labels. The proof is an induction over `s` that uses the first half of the previous lemma.

```lean
/-- The free Majorana partition function: for Majorana pairs of `d × d` matrices and complex
`x_j`, the trace of `exp (∑ x_j i a_j b_j)` over a finite set of pairs is `d ∏ cosh x_j`. -/
theorem majorana_partition_function (h : MajoranaPairs a b) (x : ι → ℂ) (s : Finset ι) :
    trace (NormedSpace.exp (∑ j ∈ s, x j • pairParity a b j)) =
      Fintype.card d * ∏ j ∈ s, Complex.cosh (x j) := by
  classical
  change trace (weight a b x s) = _
  induction s using Finset.induction_on with
  | empty => simp [weight]
  | insert k s hk ih =>
    rw [(trace_weight_insert h x hk).1, ih, Finset.prod_insert hk]
    ring
```

## The thermal average of a pair parity

Let $k \in s$ and let $s'$ be $s$ without $k$. The two trace formulas give

$$\frac{\operatorname{tr}(P_k W_s)}{\operatorname{tr} W_s} = \frac{\sinh x_k \operatorname{tr} W_{s'}}{\cosh x_k \operatorname{tr} W_{s'}} = \tanh x_k .$$

The common factor may be cancelled because $\operatorname{tr} W_{s'} = d \prod_{j \in s'} \cosh x_j$ is not zero for real $x_j$ and $d > 0$. This is `hT` in the code, and `Nonempty d` is the condition $d > 0$.

```lean
/-- For Majorana pairs of matrices of nonzero size and real `x_j`, the average of the parity
`i a_k b_k` of a pair in `s` with the weight `exp (∑ x_j i a_j b_j)` is `tanh x_k`. -/
theorem thermal_pairParity [Nonempty d] (h : MajoranaPairs a b) (x : ι → ℝ) {s : Finset ι}
    {k : ι} (hk : k ∈ s) :
    trace (pairParity a b k * weight a b (fun j => (x j : ℂ)) s) /
      trace (weight a b (fun j => (x j : ℂ)) s) = (Real.tanh (x k) : ℂ) := by
  classical
  -- the other pairs contribute a common nonzero factor
  have hT : trace (weight a b (fun j => (x j : ℂ)) (s.erase k)) ≠ 0 := by
    rw [weight, majorana_partition_function h]
    refine mul_ne_zero (Nat.cast_ne_zero.mpr Fintype.card_ne_zero)
      (Finset.prod_ne_zero_iff.mpr fun j _ => ?_)
    rw [← Complex.ofReal_cosh]
    exact Complex.ofReal_ne_zero.mpr (Real.cosh_pos (x j)).ne'
  obtain ⟨hZ, hN⟩ := trace_weight_insert h (fun j => (x j : ℂ)) (Finset.notMem_erase k s)
  rw [Finset.insert_erase hk] at hZ hN
  rw [hN, hZ, mul_div_mul_right _ _ hT, Complex.ofReal_tanh, Complex.tanh_eq_sinh_div_cosh]
```

With $x_k = -\beta\varepsilon_k$ the average is $\langle P_k\rangle = -\tanh(\beta\varepsilon_k)$. For Hermitian $a_k, b_k$ the occupation $(1 + \langle P_k\rangle)/2$ is then the Fermi function $1/(e^{2\beta\varepsilon_k} + 1)$ at energy $2\varepsilon_k$.

## The free energy of a superconducting chain

A mean-field chain of spinless fermions with $n$ sites and one orbital per site has $2n$ Hermitian Majorana operators $\gamma_p$ and, up to a constant, the Hamiltonian $H = \tfrac{i}{4}\sum_{p,q} A_{pq}\gamma_p\gamma_q$ with a real antisymmetric matrix $A$. A real orthogonal rotation of the $\gamma_p$ brings $H$ to the paired form $\sum_j \varepsilon_j\, i a_j b_j$. The theorems start from that form, so this rotation has to be supplied separately.

In a calculation one diagonalises the $2n \times 2n$ Hermitian matrix $iA$. Its eigenvalues come in pairs $\pm\lambda_j$ with $\lambda_j \geq 0$, and $\varepsilon_j = \lambda_j/2$. On the Fock space, where $d = 2^n$, the partition function becomes

$$\ln Z = \sum_{j=1}^{n} \ln\big(2\cosh(\beta\lambda_j/2)\big) = \sum_{j=1}^{n} \Big[\frac{\beta\lambda_j}{2} + \ln\big(1 + e^{-\beta\lambda_j}\big)\Big].$$

The second form avoids overflow at low temperature. The free energy is $-\ln Z/\beta$, plus the constant that was left out of $H$. In a self-consistent mean-field calculation this constant depends on the pair potential, so it must be kept when the free energies of different solutions are compared. A pair of Majorana zero modes, $\lambda_j = 0$, contributes $\ln 2$. The trace runs over states of even and odd total fermion number alike, so an isolated island with fixed parity needs a projected trace instead.

## Two pairs built from Pauli matrices

The relations have a concrete realisation in dimension $4$. Let $X, Y, Z$ now denote the Pauli matrices.

```lean
/-- The Pauli matrices `X`, `Y`, `Z`, numbered 0, 1, 2. -/
def pauli : Fin 3 → Matrix (Fin 2) (Fin 2) ℂ :=
  ![!![0, 1; 1, 0], !![0, -Complex.I; Complex.I, 0], !![1, 0; 0, -1]]
```

With labels $0$ and $1$ as in Lean, take the Jordan-Wigner matrices

$$a_0 = X \otimes 1,\quad b_0 = Y \otimes 1,\quad a_1 = Z \otimes X,\quad b_1 = Z \otimes Y .$$

Since $(A \otimes B)(C \otimes D) = AC \otimes BD$, every required relation reduces to the squares and anticommutators of the Pauli matrices. The proof establishes these entry by entry and then carries the signs through the tensor product.

Here $P_0 = -Z \otimes 1$ and $P_1 = -1 \otimes Z$ are diagonal, and the trace can be read off as the sum of $e^{\pm x_0 \pm x_1}$ over the four choices of sign, which is $4\cosh x_0 \cosh x_1$.

```lean
/-- The matrices `a 0 = X ⊗ 1`, `b 0 = Y ⊗ 1` and `a 1 = Z ⊗ X`, `b 1 = Z ⊗ Y` form two Majorana
pairs. -/
theorem majoranaPairs_witness :
    MajoranaPairs (ι := Fin 2) (d := Fin 2 × Fin 2)
      ![pauli 0 ⊗ₖ 1, pauli 2 ⊗ₖ pauli 0] ![pauli 1 ⊗ₖ 1, pauli 2 ⊗ₖ pauli 1] := by
  obtain ⟨hX, hY, hZ, hYX, hZX, hZY⟩ : pauli 0 * pauli 0 = 1 ∧ pauli 1 * pauli 1 = 1 ∧
      pauli 2 * pauli 2 = 1 ∧ pauli 1 * pauli 0 = -(pauli 0 * pauli 1) ∧
      pauli 2 * pauli 0 = -(pauli 0 * pauli 2) ∧
      pauli 2 * pauli 1 = -(pauli 1 * pauli 2) := by
    refine ⟨?_, ?_, ?_, ?_, ?_, ?_⟩ <;> ext i j <;> fin_cases i <;> fin_cases j <;>
      simp [pauli, Matrix.mul_apply, Fin.sum_univ_two]
  have nl : ∀ A B : Matrix (Fin 2) (Fin 2) ℂ, (-A) ⊗ₖ B = -(A ⊗ₖ B) := fun A B => by
    ext p q; simp [kroneckerMap_apply]
  have nr : ∀ A B : Matrix (Fin 2) (Fin 2) ℂ, A ⊗ₖ (-B) = -(A ⊗ₖ B) := fun A B => by
    ext p q; simp [kroneckerMap_apply]
  constructor <;> simp only [Fin.forall_fin_two] <;>
    simp [← mul_kronecker_mul, hX, hY, hZ, hYX, hZX, hZY, nl, nr]

end

end MajoranaThermodynamics
```

```lean
#print axioms MajoranaThermodynamics.majorana_partition_function
#print axioms MajoranaThermodynamics.thermal_pairParity
```

```
'MajoranaThermodynamics.majorana_partition_function' depends on axioms: [propext, Classical.choice, Quot.sound]
'MajoranaThermodynamics.thermal_pairParity' depends on axioms: [propext, Classical.choice, Quot.sound]
```
